# The largest Coulomb stress over all planes is fixed by the two extreme principal stresses

In a two-dimensional model, where an internal plane appears as a line, a body carries principal stresses \(a \ge c\) along two perpendicular axes, tension counted positive. Which internal plane is closest to frictional slip? Compression presses the two faces of a plane together and helps it resist shear. A natural measure of the danger is therefore the shear stress \(\tau\) plus \(f\) times the normal stress \(N\), where \(f\) is the friction coefficient.

Let the plane's unit normal be \(m=(\cos\theta,\sin\theta)\). The traction is \((a\cos\theta,\,c\sin\theta)\), so

\[
N=\frac{a+c}{2}+\frac{a-c}{2}\cos2\theta,\qquad \tau=\frac{a-c}{2}\,|\sin2\theta| .
\]

The stress state runs along a Mohr circle, and

\[
\tau+fN=\frac{f(a+c)}{2}+\frac{a-c}{2}\bigl(|\sin2\theta|+f\cos2\theta\bigr).
\]

By Cauchy-Schwarz the last bracket is at most \(\sqrt{1+f^2}\). It reaches this value at \(2\theta=\pi/2-\arctan f\), where \(\sin2\theta=1/\sqrt{1+f^2}\) and \(\cos2\theta=f/\sqrt{1+f^2}\). The maximum is

\[
\frac{f(a+c)}{2}+\sqrt{1+f^2}\,\frac{a-c}{2}.
\]

The same value holds for a symmetric stress in any dimension, with \(a\) and \(c\) the greatest and least principal stresses.

## Stresses on a plane

The stress is a real matrix `s`, and a plane is given by its normal `m`. The symbol `⬝ᵥ` is the scalar product and `s *ᵥ m` is the traction.

In Lean 4 with Mathlib:

```lean
import Mathlib

open Matrix

namespace MohrCoulomb

noncomputable section

variable {n : ℕ} {s : Matrix (Fin n) (Fin n) ℝ} {a c : ℝ}

/-- Normal stress `m · s m` on the plane with unit normal `m`, tension counted positive. -/
def normalStress (s : Matrix (Fin n) (Fin n) ℝ) (m : Fin n → ℝ) : ℝ :=
  m ⬝ᵥ (s *ᵥ m)

/-- Shear stress on the plane with unit normal `m`: the Euclidean length of the traction `s m`
after its normal part has been removed. -/
def shearStress (s : Matrix (Fin n) (Fin n) ℝ) (m : Fin n → ℝ) : ℝ :=
  √((s *ᵥ m - normalStress s m • m) ⬝ᵥ (s *ᵥ m - normalStress s m • m))

/-- Coulomb stress on a plane: shear stress plus friction coefficient `f` times normal stress. -/
def coulombStress (f : ℝ) (s : Matrix (Fin n) (Fin n) ℝ) (m : Fin n → ℝ) : ℝ :=
  shearStress s m + f * normalStress s m

/-- The principal stresses: values `x` for which some unit normal `v` has traction `x v`. -/
def principalStresses (s : Matrix (Fin n) (Fin n) ℝ) : Set ℝ :=
  {x | ∃ v : Fin n → ℝ, v ⬝ᵥ v = 1 ∧ s *ᵥ v = x • v}

/-- The combination `cos θ u + sin θ v`. For orthonormal `u` and `v` it is `u` turned towards `v`
through the angle `θ`. -/
def tiltedNormal (u v : Fin n → ℝ) (θ : ℝ) : Fin n → ℝ :=
  Real.cos θ • u + Real.sin θ • v
```

Shear stress is a length, hence never negative. Principal stresses are the eigenvalues of `s`. Many texts write \(c\) for cohesion; here `c` is the least principal stress and the cohesion is `k`.

## Symmetry: no net torque on a volume element

The hypothesis `hs : s.IsSymm` expresses the balance of angular momentum in a body without couple stresses or body couples. It gives \(p\cdot sq=(sp)\cdot q\) and, through the spectral theorem, orthonormal principal axes \(e_j\) with stresses \(l_j\).

```lean
/-- Reciprocity of tractions: for a symmetric stress, the component along `p` of the traction
for `q` equals the component along `q` of the traction for `p`. -/
theorem traction_reciprocity (hs : s.IsSymm) (p q : Fin n → ℝ) :
    p ⬝ᵥ (s *ᵥ q) = (s *ᵥ p) ⬝ᵥ q := by
  rw [Matrix.dotProduct_mulVec, ← Matrix.mulVec_transpose, hs.eq]

/-- A symmetric stress has a frame of unit principal axes in which scalar products are
computed componentwise. -/
theorem principal_axes (hs : s.IsSymm) :
    ∃ (e : Fin n → Fin n → ℝ) (l : Fin n → ℝ), (∀ j, s *ᵥ e j = l j • e j) ∧
      (∀ j, e j ⬝ᵥ e j = 1) ∧
      ∀ p q : Fin n → ℝ, p ⬝ᵥ q = ∑ j, (e j ⬝ᵥ p) * (e j ⬝ᵥ q) := by
  have hH : s.IsHermitian := Matrix.IsHermitian.ext fun i j => by simpa using hs.apply i j
  have key : ∀ x y : EuclideanSpace ℝ (Fin n), inner ℝ x y = x.ofLp ⬝ᵥ y.ofLp := by
    intro x y
    simp [PiLp.inner_apply, dotProduct, mul_comm]
  refine ⟨fun j => (hH.eigenvectorBasis j).ofLp, hH.eigenvalues,
    fun j => hH.mulVec_eigenvectorBasis j, fun j => ?_, fun p q => ?_⟩
  · have h := key (hH.eigenvectorBasis j) (hH.eigenvectorBasis j)
    rw [real_inner_self_eq_norm_sq, hH.eigenvectorBasis.orthonormal.1 j] at h
    exact h.symm.trans (by norm_num)
  · have h := hH.eigenvectorBasis.sum_inner_mul_inner (WithLp.toLp 2 p) (WithLp.toLp 2 q)
    simp only [key] at h
    refine h.symm.trans (Finset.sum_congr rfl fun j _ => ?_)
    exact congrArg₂ (· * ·) (dotProduct_comm _ _) rfl
```

The second lemma takes Mathlib's eigenvector basis and rewrites its inner products as `⬝ᵥ`.

Without symmetry, the existence of both extremes is not enough. The matrix with rows \((0,1)\) and \((0,0)\) has \(0\) as its only principal stress, so the formula gives \(0\), yet the plane with normal \((0,1)\) carries shear stress \(1\).

## Unit length of the normal

The condition `m ⬝ᵥ m = 1` makes \(sm\) a force per unit area. It enters when the square is expanded:

\[
\tau^2=|sm-Nm|^2=|sm|^2-2N^2+N^2\,(m\cdot m)=|sm|^2-N^2 .
\]

```lean
/-- Pythagoras for the traction on a plane with unit normal: the squared shear stress is the
squared traction minus the squared normal stress. -/
theorem shearStress_sq {m : Fin n → ℝ} (hm : m ⬝ᵥ m = 1) :
    shearStress s m ^ 2 = (s *ᵥ m) ⬝ᵥ (s *ᵥ m) - normalStress s m ^ 2 := by
  have h1 : (s *ᵥ m) ⬝ᵥ m = normalStress s m := dotProduct_comm _ _
  have h2 : m ⬝ᵥ (s *ᵥ m) = normalStress s m := rfl
  unfold shearStress
  have h0 : 0 ≤ (s *ᵥ m - normalStress s m • m) ⬝ᵥ (s *ᵥ m - normalStress s m • m) :=
    Finset.sum_nonneg fun i _ => mul_self_nonneg _
  rw [Real.sq_sqrt h0]
  simp only [sub_dotProduct, dotProduct_sub, smul_dotProduct, dotProduct_smul, smul_eq_mul,
    h1, h2, hm]
  ring
```

The proof removes the square root, expands by bilinearity and finishes with `ring`. If vectors of every length were admitted, there would in general be no maximum: for \(s\) the identity and \(f=1\), \(N=m\cdot m\) grows without limit.

## Greatest and least, not just any two principal stresses

The hypotheses `ha` and `hc` say that `a` and `c` are themselves principal stresses and that all others lie between them. In principal axes,

\[
(sm-am)\cdot(sm-cm)=\sum_j (l_j-a)(l_j-c)(e_j\cdot m)^2\le 0,
\]

because \(c\le l_j\le a\). The left side equals \(|sm|^2-(a+c)N+ac\). Substituting \(|sm|^2=\tau^2+N^2\) and completing the square gives

\[
\tau^2+\Bigl(N-\frac{a+c}{2}\Bigr)^2\le\Bigl(\frac{a-c}{2}\Bigr)^2 .
\]

```lean
/-- For a symmetric stress with greatest and least principal stresses `a` and `c`, the normal
and shear stress on every plane lie in the disc bounded by the Mohr circle through `a` and `c`. -/
theorem mohr_disc (hs : s.IsSymm) (ha : IsGreatest (principalStresses s) a)
    (hc : IsLeast (principalStresses s) c) {m : Fin n → ℝ} (hm : m ⬝ᵥ m = 1) :
    shearStress s m ^ 2 + (normalStress s m - (a + c) / 2) ^ 2 ≤ ((a - c) / 2) ^ 2 := by
  obtain ⟨e, l, he, h1, hP⟩ := principal_axes hs
  have hj : ∀ j, e j ⬝ᵥ (s *ᵥ m) = l j * (e j ⬝ᵥ m) := fun j => by
    rw [traction_reciprocity hs, he, smul_dotProduct, smul_eq_mul]
  -- in principal axes every term carries a factor (l - a) (l - c) ≤ 0
  have key : (s *ᵥ m - a • m) ⬝ᵥ (s *ᵥ m - c • m) ≤ 0 := by
    rw [hP]
    refine Finset.sum_nonpos fun j _ => ?_
    simp only [dotProduct_sub, dotProduct_smul, smul_eq_mul, hj]
    have hla : l j ≤ a := ha.2 ⟨e j, h1 j, he j⟩
    have hlc : c ≤ l j := hc.2 ⟨e j, h1 j, he j⟩
    nlinarith [mul_nonneg (mul_nonneg (sub_nonneg.2 hla) (sub_nonneg.2 hlc))
      (sq_nonneg (e j ⬝ᵥ m))]
  have h2 : (s *ᵥ m) ⬝ᵥ m = normalStress s m := dotProduct_comm _ _
  have h3 : m ⬝ᵥ (s *ᵥ m) = normalStress s m := rfl
  simp only [sub_dotProduct, dotProduct_sub, smul_dotProduct, dotProduct_smul, smul_eq_mul,
    h2, h3, hm] at key
  rw [shearStress_sq hm]
  nlinarith [key]
```

`Finset.sum_nonpos` treats the sum term by term, and the first `nlinarith` supplies the sign of each term.

It is not enough that `a` and `c` are principal stresses with \(c\le a\). For principal stresses \(3,1,-1\) and \(f=0\), the choice \(a=1\), \(c=-1\) would give \(1\), while the true maximum is \(2\).

## Perpendicular axes and the order of their stresses

The two-dimensional calculation carries over to the plane spanned by principal axes \(u\) and \(v\), with \(m=\cos\theta\,u+\sin\theta\,v\). Orthonormality makes \(m\) a unit vector and gives \(N=a\cos^2\theta+c\sin^2\theta\). Then

\[
\tau^2=a^2\cos^2\theta+c^2\sin^2\theta-N^2=(a-c)^2\sin^2\theta\cos^2\theta .
\]

```lean
/-- Turning the normal by `θ` between orthonormal principal axes with stresses `a ≥ c` keeps it a
unit vector and puts the stress state at the angle `2θ` on the Mohr circle, with the shear stress
taken as an absolute value. -/
theorem mohr_circle {u v : Fin n → ℝ} (hu : u ⬝ᵥ u = 1) (hv : v ⬝ᵥ v = 1)
    (huv : u ⬝ᵥ v = 0) (su : s *ᵥ u = a • u) (sv : s *ᵥ v = c • v) (hca : c ≤ a) (θ : ℝ) :
    tiltedNormal u v θ ⬝ᵥ tiltedNormal u v θ = 1 ∧
    normalStress s (tiltedNormal u v θ) = (a + c) / 2 + (a - c) / 2 * Real.cos (2 * θ) ∧
    shearStress s (tiltedNormal u v θ) = (a - c) / 2 * |Real.sin (2 * θ)| := by
  have h := Real.sin_sq_add_cos_sq θ
  have hvu : v ⬝ᵥ u = 0 := (dotProduct_comm _ _).trans huv
  have hm : tiltedNormal u v θ ⬝ᵥ tiltedNormal u v θ = 1 := by
    simp only [tiltedNormal, add_dotProduct, dotProduct_add, smul_dotProduct, dotProduct_smul,
      smul_eq_mul, hu, hv, huv, hvu]
    linear_combination h
  have hsm : s *ᵥ tiltedNormal u v θ = (a * Real.cos θ) • u + (c * Real.sin θ) • v := by
    rw [tiltedNormal, Matrix.mulVec_add, Matrix.mulVec_smul, Matrix.mulVec_smul, su, sv]
    module
  have hN : normalStress s (tiltedNormal u v θ)
      = a * Real.cos θ ^ 2 + c * Real.sin θ ^ 2 := by
    rw [normalStress, hsm]
    simp only [tiltedNormal, add_dotProduct, dotProduct_add, smul_dotProduct, dotProduct_smul,
      smul_eq_mul, hu, hv, huv, hvu]
    ring
  refine ⟨hm, ?_, ?_⟩
  · rw [hN, Real.cos_two_mul]
    linear_combination c * h
  · -- both sides are nonnegative, so it is enough to compare squares
    have h0 : 0 ≤ (a - c) / 2 * |Real.sin (2 * θ)| :=
      mul_nonneg (by linarith) (abs_nonneg _)
    have h1 : 0 ≤ shearStress s (tiltedNormal u v θ) := Real.sqrt_nonneg _
    refine (sq_eq_sq₀ h1 h0).1 ?_
    rw [shearStress_sq hm, hN, hsm, mul_pow, sq_abs, Real.sin_two_mul]
    simp only [add_dotProduct, dotProduct_add, smul_dotProduct, dotProduct_smul,
      smul_eq_mul, hu, hv, huv, hvu]
    linear_combination (-(a ^ 2 * Real.cos θ ^ 2 + c ^ 2 * Real.sin θ ^ 2)) * h

/-- For orthonormal principal axes `u`, `v` with stresses `a ≥ c`, the Coulomb stress on the plane
whose normal is turned from `u` towards `v` by `π/4 - (arctan f)/2` equals
`f (a + c)/2 + √(1 + f²) (a - c)/2`. -/
theorem coulombStress_failure_plane {u v : Fin n → ℝ} (hu : u ⬝ᵥ u = 1) (hv : v ⬝ᵥ v = 1)
    (huv : u ⬝ᵥ v = 0) (su : s *ᵥ u = a • u) (sv : s *ᵥ v = c • v) (hca : c ≤ a) (f : ℝ) :
    coulombStress f s (tiltedNormal u v (Real.pi / 4 - Real.arctan f / 2))
      = f * (a + c) / 2 + √(1 + f ^ 2) * (a - c) / 2 := by
  obtain ⟨-, hN, hS⟩ := mohr_circle hu hv huv su sv hca (Real.pi / 4 - Real.arctan f / 2)
  have h2 : 2 * (Real.pi / 4 - Real.arctan f / 2) = Real.pi / 2 - Real.arctan f := by ring
  have hpos : 0 < √(1 + f ^ 2) := by positivity
  have aux : ∀ r : ℝ, 0 < r → r ^ 2 = 1 + f ^ 2 → 1 / r + f * (f / r) = r := by
    intro r h0 h
    have h0' : r ≠ 0 := h0.ne'
    field_simp
    linarith
  have hq := aux _ hpos (Real.sq_sqrt (by positivity))
  rw [coulombStress, hN, hS, h2, Real.cos_pi_div_two_sub, Real.sin_pi_div_two_sub,
    Real.sin_arctan, Real.cos_arctan, abs_of_pos (one_div_pos.2 hpos)]
  linear_combination ((a - c) / 2) * hq
```

Here `hca : c ≤ a` selects the root \(\tau=\tfrac{a-c}{2}|\sin2\theta|\), and the proof compares squares of nonnegative numbers. With \(a<c\) that expression would be negative whenever \(\sin2\theta\ne0\). If \(u\) and \(v\) were unit vectors but not perpendicular, \(m\) would in general not have unit length. The second lemma inserts the angle \(\theta=\pi/4-\tfrac12\arctan f\).

## No restriction on friction or dimension

A physical friction coefficient satisfies \(f\ge0\), but the main theorem needs no sign. `IsGreatest` says that the stated value occurs on some plane and is exceeded on none.

For the bound, put \(x=N-(a+c)/2\). Then

\[
(\tau+fx)^2=(1+f^2)(\tau^2+x^2)-(f\tau-x)^2\le(1+f^2)\Bigl(\frac{a-c}{2}\Bigr)^2 .
\]

Taking the root and adding \(f(a+c)/2\) gives the result.

For attainment with \(c<a\), reciprocity yields \((a-c)\,u\cdot v=0\), so the two axes are perpendicular and the tilted normal serves. With \(a=c\) the chosen axes might coincide, so the proof uses \(u\) alone, where \(\tau=0\) and \(N=a\).

```lean
/-- Mohr-Coulomb: for a symmetric stress with greatest and least principal stresses `a` and `c`,
the largest Coulomb stress over all planes is attained and equals
`f (a + c)/2 + √(1 + f²) (a - c)/2`. -/
theorem mohr_coulomb (hs : s.IsSymm) (ha : IsGreatest (principalStresses s) a)
    (hc : IsLeast (principalStresses s) c) (f : ℝ) :
    IsGreatest (coulombStress f s '' {m | m ⬝ᵥ m = 1})
      (f * (a + c) / 2 + √(1 + f ^ 2) * (a - c) / 2) := by
  have hca : c ≤ a := hc.2 ha.1
  constructor
  · obtain ⟨u, hu, su⟩ := ha.1
    obtain ⟨v, hv, sv⟩ := hc.1
    rcases eq_or_lt_of_le hca with h | h
    · -- equal extremes: the plane normal to u carries no shear
      have hN : normalStress s u = a := by
        rw [normalStress, su, dotProduct_smul, hu, smul_eq_mul, mul_one]
      have hS : shearStress s u = 0 := by
        rw [shearStress, hN, su, sub_self, dotProduct_zero, Real.sqrt_zero]
      refine ⟨u, hu, ?_⟩
      rw [coulombStress, hS, hN, h]
      ring
    · -- distinct extremes: their axes are orthogonal and span the failure plane's normal
      have h1 := traction_reciprocity hs u v
      rw [su, sv, dotProduct_smul, smul_dotProduct, smul_eq_mul, smul_eq_mul] at h1
      have h2 : (a - c) * (u ⬝ᵥ v) = 0 := by linear_combination -h1
      have huv := (mul_eq_zero.1 h2).resolve_left (sub_ne_zero.2 h.ne')
      exact ⟨_, (mohr_circle hu hv huv su sv hca _).1,
        coulombStress_failure_plane hu hv huv su sv hca f⟩
  · rintro _ ⟨m, hm, rfl⟩
    have hd := mohr_disc hs ha hc hm
    -- Cauchy-Schwarz on the Mohr disc
    have hsq : (shearStress s m + f * (normalStress s m - (a + c) / 2)) ^ 2
        ≤ (√(1 + f ^ 2) * ((a - c) / 2)) ^ 2 := by
      rw [mul_pow, Real.sq_sqrt (by positivity)]
      refine le_trans ?_ (mul_le_mul_of_nonneg_left hd (by positivity))
      nlinarith [sq_nonneg (f * shearStress s m - (normalStress s m - (a + c) / 2))]
    have h0 : 0 ≤ √(1 + f ^ 2) * ((a - c) / 2) :=
      mul_nonneg (Real.sqrt_nonneg _) (by linarith)
    have hle := le_of_abs_le (abs_le_of_sq_le_sq hsq h0)
    rw [coulombStress]
    linarith
```

The square `sq_nonneg (f * shearStress s m - …)` is the discarded term \((f\tau-x)^2\). The equal case also handles \(n=1\); for \(n=0\) there are no unit vectors, and `ha` cannot hold.

## A friction angle with positive cosine

Write \(f=\tan\varphi\), and let the cohesion \(k\) be the shear stress that a plane withstands at zero normal stress. The Mohr-Coulomb criterion postulates slip once \(\tau+fN\) exceeds \(k\) on some plane. The theorem below turns "no plane exceeds \(k\)" into one inequality; equality counts as safe.

For \(-\pi/2<\varphi<\pi/2\) we have \(\cos\varphi>0\) and \(\sqrt{1+\tan^2\varphi}\,\cos\varphi=1\). Multiplying "maximum \(\le k\)" by \(2\cos\varphi\) gives

\[
(a-c)+(a+c)\sin\varphi\le 2k\cos\varphi .
\]

```lean
/-- For a symmetric stress with greatest and least principal stresses `a` and `c` and a friction
angle `φ` strictly between `-π/2` and `π/2`, the Coulomb stress stays within the cohesion `k` on
every plane exactly when `(a - c) + (a + c) sin φ ≤ 2 k cos φ`. -/
theorem no_slip_iff (hs : s.IsSymm) (ha : IsGreatest (principalStresses s) a)
    (hc : IsLeast (principalStresses s) c) (k : ℝ) {φ : ℝ}
    (hφ : φ ∈ Set.Ioo (-(Real.pi / 2)) (Real.pi / 2)) :
    (∀ m : Fin n → ℝ, m ⬝ᵥ m = 1 → coulombStress (Real.tan φ) s m ≤ k) ↔
      (a - c) + (a + c) * Real.sin φ ≤ 2 * k * Real.cos φ := by
  have hcos : 0 < Real.cos φ := Real.cos_pos_of_mem_Ioo hφ
  have G := mohr_coulomb hs ha hc (Real.tan φ)
  have ht : Real.tan φ * Real.cos φ = Real.sin φ := Real.tan_mul_cos hcos.ne'
  have hi : √(1 + Real.tan φ ^ 2) * Real.cos φ = 1 := by
    have h1 : (√(1 + Real.tan φ ^ 2) * Real.cos φ) ^ 2 = 1 ^ 2 := by
      rw [mul_pow, Real.sq_sqrt (by positivity)]
      linear_combination Real.sin_sq_add_cos_sq φ
        + (Real.tan φ * Real.cos φ + Real.sin φ) * ht
    exact (sq_eq_sq₀ (by positivity) zero_le_one).1 h1
  -- the maximal Coulomb stress, multiplied by 2 cos φ
  have hV : (Real.tan φ * (a + c) / 2 + √(1 + Real.tan φ ^ 2) * (a - c) / 2)
      * (2 * Real.cos φ) = (a - c) + (a + c) * Real.sin φ := by
    linear_combination (a + c) * ht + (a - c) * hi
  have h2 : 0 < 2 * Real.cos φ := by linarith
  constructor
  · intro h
    obtain ⟨m, hm, hmV⟩ := G.1
    have h3 := h m hm
    rw [hmV] at h3
    have h4 := mul_le_mul_of_nonneg_right h3 h2.le
    rw [hV] at h4
    linarith
  · intro h m hm
    refine (G.2 ⟨m, hm, rfl⟩).trans (le_of_mul_le_mul_right ?_ h2)
    rw [hV]
    linarith

end

end MohrCoulomb
```

```lean
#print axioms MohrCoulomb.coulombStress_failure_plane
-- 'MohrCoulomb.coulombStress_failure_plane' depends on axioms: [propext, Classical.choice, Quot.sound]
#print axioms MohrCoulomb.no_slip_iff
-- 'MohrCoulomb.no_slip_iff' depends on axioms: [propext, Classical.choice, Quot.sound]
```

In the proof, `hV` is this multiplication. One direction uses the plane where the maximum is attained, the other uses the upper bound. Merely asking for \(\cos\varphi\ne0\) would not do: at \(\varphi=\pi\), \(a=c=0\), \(k=1\), every plane is safe, but the inequality reads \(0\le-2\).

The step from here to a real material is the postulate itself, with the same \(k\) and \(f\) on every plane. Under tensile normal stress the faces are not pressed together, so there the term \(fN\) extrapolates the friction law. A crystal that slips only on certain lattice planes departs from it. Where the strength is isotropic, with known \(k\) and \(f\), and the stress is uniform, the greatest and least eigenvalues of a computed stress tensor suffice to evaluate the criterion, once its sign is chosen so that tension is positive.

## Three compressions and a friction coefficient of 3/4

Take principal stresses \(-2,-5,-10\) MPa along the coordinate axes and \(f=3/4\), so \(\sqrt{1+f^2}=5/4\). The maximum is

\[
\tfrac34\cdot(-6)+\tfrac54\cdot4=0.5\ \text{MPa}.
\]

A critical normal is \(m=(2,0,1)/\sqrt5\), tilted by about \(26.6^\circ\) from the first axis (its mirror image \((2,0,-1)/\sqrt5\) is another). There \(N=(-8-10)/5=-3.6\) MPa and \(\tau^2=116/5-3.6^2=10.24\) MPa², so \(\tau=3.2\) MPa and \(\tau+fN=3.2-2.7=0.5\) MPa.

A plane of greatest shear, at \(45^\circ\), has \(\tau=4\) MPa and \(N=-6\) MPa, which gives only \(-0.5\) MPa. With \(\sin\varphi=3/5\) and \(\cos\varphi=4/5\), the inequality becomes \(8-7.2\le1.6\,k\) (in MPa), that is, \(k\ge0.5\) MPa.
